# The atomic-monopole polarisability is positive semidefinite and vanishes along the normal of a planar molecule

A molecule is represented here by three real matrices. X is the bare charge response of the atoms, G the interaction between atomic charges, and R the coordinate matrix, whose row A holds the position of atom A. X is not computed from a Hamiltonian; two properties of it are assumed. It is positive semidefinite, as for the static response of a non-interacting ground state with a gap. It also satisfies Xe = 0, where e is the vector with every entry 1: a potential equal on all atoms shifts all levels together and moves no charge. G is assumed positive semidefinite too, so that no set of charge fluctuations has negative interaction energy.

Under these assumptions 1 + XG is invertible, and the polarisability

α = Rᵀ(1 + XG)⁻¹XR

is symmetric, positive semidefinite and independent of the origin. It annihilates the normal of a planar molecule and vanishes for one atom. In self-consistent-charge tight binding where the applied field, the charge interaction and the dipole all involve atomic monopoles only, a flat molecule that meets these assumptions therefore has no static linear polarisability out of its plane.

## Charges that respond to their own potential

A uniform field F gives atom A the driving term w_A = (RF)_A, which is minus the electrostatic potential of the field at that atom when the potential is zero at the origin. The induced charges q produce the potential Gq, which opposes it, so

q = X(w − Gq), that is, (1 + XG)q = Xw.

To solve for q we need the inverse. Suppose (1 + XG)v = 0. Taking the dot product with Gv gives

v·Gv + (Gv)·X(Gv) = 0.

Both terms are nonnegative, so v·Gv = 0. Writing G = BᵀB turns this into |Bv|² = 0, hence Gv = BᵀBv = 0. Then v = −XGv = 0. A square matrix with trivial kernel is invertible, so

q = Sw, with S = (1 + XG)⁻¹X.

The induced dipole is Rᵀq = RᵀSRF = αF.

## Symmetry, sign and kernel

Both orders of multiplication give X + XGX, so

(1 + XG)X = X(1 + GX).

The argument above with X and G exchanged shows that 1 + GX is invertible. Multiplying by the two inverses gives

(1 + XG)⁻¹X = X(1 + GX)⁻¹.

The right side is Sᵀ, so S is symmetric, and so is α = RᵀSR.

For the sign, let s = w − Gq be the screened driving term. Then q = Xs and

w·q = (s + Gq)·q = s·Xs + q·Gq ≥ 0.

With w = Ru and q = Sw, the left side is u·αu, so α is positive semidefinite.

The same identity determines the kernel. If αu = 0, then w·q = 0, and both terms on the right vanish. From s·Xs = 0 follows Xs = 0, so q = 0, s = w and Xw = 0. Conversely, Xw = 0 gives Sw = 0 and αu = 0. Hence

αu = 0 exactly when XRu = 0.

## What charge conservation adds

From Xe = 0 we get Se = 0, and by symmetry eᵀS = 0. Moving every atom by t replaces R by R + etᵀ, and

(R + etᵀ)ᵀS(R + etᵀ) = RᵀSR + RᵀSetᵀ + teᵀSR + teᵀSetᵀ = RᵀSR.

If all atoms lie in a plane with normal u, then Ru = ce for some number c, so XRu = cXe = 0 and αu = 0. For one atom, X is a single number and Xe = 0 says that it is zero.

## A diatomic in closed form

Put atom 0 at 0 and atom 1 at L on an axis. Let X have diagonal entries x and off-diagonal entries −x, and let G have diagonal entries U, the on-site interaction, taken equal for the two atoms as in a homonuclear molecule, and off-diagonal entries g, the interaction between them. Try q = (−p, p). Then

w − Gq = ((U − g)p, L − (U − g)p),

and the second component of q = X(w − Gq) reads

p = x(L − 2(U − g)p), so p = xL/(1 + 2x(U − g)).

The first component is the same equation with opposite sign. The dipole in unit field is Lp:

α = xL²/(1 + 2x(U − g)).

## Atoms, directions and the two response matrices in Lean

The type `n` labels the atoms and `κ` the Cartesian directions. Both are arbitrary finite types, so three dimensions are not built in.

```lean
import Mathlib

open Matrix

namespace MonopoleResponse

noncomputable section

variable {n κ : Type*} [Fintype n] [DecidableEq n] [Fintype κ]
```

The screened response S is defined for any pair of matrices. Lean assigns a value even to the inverse of a singular matrix, so the definition has its physical meaning only when 1 + XG is invertible.

```lean
/-- Screened charge response `(1 + XG)⁻¹ X` of the atoms, for bare response `X` and charge
interaction `G`; its domain is the pairs for which `1 + XG` is invertible. -/
def screenedResponse (X G : Matrix n n ℝ) : Matrix n n ℝ := (1 + X * G)⁻¹ * X
```

The polarisability has rows and columns labelled by directions.

```lean
/-- Monopole polarisability `Rᵀ (1 + XG)⁻¹ X R`, where row `A` of `R` holds the coordinates of
atom `A`; its domain is the pairs `X`, `G` for which `1 + XG` is invertible. -/
def polarisability (X G : Matrix n n ℝ) (R : Matrix n κ ℝ) : Matrix κ κ ℝ :=
  Rᵀ * screenedResponse X G * R
```

Two lemmas handle quadratic forms. The first states v·Av ≥ 0 for positive semidefinite A. `PosSemidef` also includes the symmetry of the matrix.

```lean
omit [DecidableEq n] in
/-- The quadratic form of a positive semidefinite real matrix is nonnegative. -/
theorem quad_nonneg {A : Matrix n n ℝ} (hA : A.PosSemidef) (v : n → ℝ) :
    0 ≤ v ⬝ᵥ A *ᵥ v := by
  have h := hA.dotProduct_mulVec_nonneg v
  rwa [star_trivial] at h
```

The second moves a quadratic form from directions to atoms: u·(RᵀMR)u = (Ru)·M(Ru).

```lean
omit [DecidableEq n] in
/-- The quadratic form of `Rᵀ M R` in a field `u` is that of `M` in the atomic values `R u`. -/
theorem quad_coordinates (M : Matrix n n ℝ) (R : Matrix n κ ℝ) (u : κ → ℝ) :
    u ⬝ᵥ (Rᵀ * M * R) *ᵥ u = (R *ᵥ u) ⬝ᵥ M *ᵥ (R *ᵥ u) := by
  rw [← mulVec_mulVec, ← mulVec_mulVec, dotProduct_mulVec, vecMul_transpose]
```

## Invertibility and self-consistency

The invertibility proof starts from a zero determinant, which supplies a nonzero null vector `v`. The step `h2` pairs it with Gv, `h3` extracts v·Gv = 0, and `h4` gives Gv = 0. Then v = 0, a contradiction.

```lean
/-- For positive semidefinite `X` and `G` the matrix `1 + XG` is invertible. -/
theorem isUnit_one_add_mul {X G : Matrix n n ℝ} (hX : X.PosSemidef) (hG : G.PosSemidef) :
    IsUnit (1 + X * G) := by
  rw [Matrix.isUnit_iff_isUnit_det, isUnit_iff_ne_zero]
  intro hdet
  obtain ⟨v, hv, h⟩ := Matrix.exists_mulVec_eq_zero_iff.mpr hdet
  rw [add_mulVec, one_mulVec, ← mulVec_mulVec] at h
  -- pair the null vector with its own potential `G v`
  have h2 : (G *ᵥ v) ⬝ᵥ v + (G *ᵥ v) ⬝ᵥ X *ᵥ (G *ᵥ v) = 0 := by
    rw [← dotProduct_add, h, dotProduct_zero]
  rw [dotProduct_comm (G *ᵥ v) v] at h2
  have h3 : v ⬝ᵥ G *ᵥ v = 0 := by
    linarith [quad_nonneg hG v, quad_nonneg hX (G *ᵥ v)]
  have h4 : G *ᵥ v = 0 :=
    (hG.dotProduct_mulVec_zero_iff v).mp (by rw [star_trivial]; exact h3)
  rw [h4, mulVec_zero, add_zero] at h
  exact hv h
```

The next theorem says that the self-consistency equation has exactly one solution, the screened response to `w`. It needs only invertibility. The intermediate statement `key` is the rearrangement to (1 + XG)q = Xw.

```lean
/-- If `1 + XG` is invertible, charges `q` solve the self-consistency condition `q = X (w - G q)`
exactly when they are the screened response to `w`. -/
theorem selfConsistent_iff {X G : Matrix n n ℝ} (hU : IsUnit (1 + X * G)) (w q : n → ℝ) :
    q = X *ᵥ (w - G *ᵥ q) ↔ q = screenedResponse X G *ᵥ w := by
  have hdet := (Matrix.isUnit_iff_isUnit_det _).mp hU
  have key : q = X *ᵥ (w - G *ᵥ q) ↔ (1 + X * G) *ᵥ q = X *ᵥ w := by
    rw [mulVec_sub, eq_sub_iff_add_eq, add_mulVec, one_mulVec, ← mulVec_mulVec]
  rw [key]
  constructor
  · intro h
    rw [screenedResponse, ← mulVec_mulVec, ← h, mulVec_mulVec, nonsing_inv_mul _ hdet,
      one_mulVec]
  · intro h
    rw [h, screenedResponse, mulVec_mulVec, ← Matrix.mul_assoc, mul_nonsing_inv _ hdet,
      Matrix.one_mul]
```

With w = RF this identifies α as the matrix that turns the field into the dipole of the induced charges.

```lean
/-- If `1 + XG` is invertible, the dipole of the self-consistent charges induced by a uniform field
`F` is the polarisability applied to `F`. -/
theorem induced_dipole {X G : Matrix n n ℝ} (hU : IsUnit (1 + X * G)) (R : Matrix n κ ℝ)
    (F : κ → ℝ) (q : n → ℝ) (hq : q = X *ᵥ (R *ᵥ F - G *ᵥ q)) :
    Rᵀ *ᵥ q = polarisability X G R *ᵥ F := by
  rw [(selfConsistent_iff hU _ _).mp hq, polarisability, mulVec_mulVec, mulVec_mulVec]
```

## The screened response is symmetric

Here `comm` is the relation (1 + XG)X = X(1 + GX). The `calc` block inserts the inverse of 1 + XG on the left, applies `comm`, and cancels 1 + GX on the right.

```lean
/-- For positive semidefinite `X` and `G` the screened charge response is symmetric. -/
theorem screenedResponse_transpose {X G : Matrix n n ℝ} (hX : X.PosSemidef)
    (hG : G.PosSemidef) : (screenedResponse X G)ᵀ = screenedResponse X G := by
  have hA := (Matrix.isUnit_iff_isUnit_det _).mp (isUnit_one_add_mul hX hG)
  have hB := (Matrix.isUnit_iff_isUnit_det _).mp (isUnit_one_add_mul hG hX)
  have hXt : Xᵀ = X := (conjTranspose_eq_transpose_of_trivial X).symm.trans hX.isHermitian.eq
  have hGt : Gᵀ = G := (conjTranspose_eq_transpose_of_trivial G).symm.trans hG.isHermitian.eq
  -- push-through relation
  have comm : (1 + X * G) * X = X * (1 + G * X) := by noncomm_ring
  rw [screenedResponse, transpose_mul, transpose_nonsing_inv, transpose_add, transpose_one,
    transpose_mul, hXt, hGt]
  calc X * (1 + G * X)⁻¹
      = (1 + X * G)⁻¹ * ((1 + X * G) * X) * (1 + G * X)⁻¹ := by
        rw [← Matrix.mul_assoc (1 + X * G)⁻¹, nonsing_inv_mul _ hA, Matrix.one_mul]
    _ = (1 + X * G)⁻¹ * (X * (1 + G * X)) * (1 + G * X)⁻¹ := by rw [comm]
    _ = (1 + X * G)⁻¹ * X := by
        rw [Matrix.mul_assoc, Matrix.mul_assoc X, mul_nonsing_inv _ hB, Matrix.mul_one]
```

## From the splitting of w·q to the kernel

The splitting is pure algebra and uses no positivity. Substituting q for X(w − Gq) leaves an identity that `ring` closes.

```lean
omit [DecidableEq n] in
/-- For self-consistent charges `q`, the product `w · q` splits into the quadratic form of `X` in
the screened driving term `w - G q` and the quadratic form of `G` in the charges. -/
theorem response_energy {X G : Matrix n n ℝ} {w q : n → ℝ} (h : q = X *ᵥ (w - G *ᵥ q)) :
    w ⬝ᵥ q = (w - G *ᵥ q) ⬝ᵥ X *ᵥ (w - G *ᵥ q) + q ⬝ᵥ G *ᵥ q := by
  rw [← h, sub_dotProduct, dotProduct_comm (G *ᵥ q) q]
  ring
```

The kernel theorem follows the derivation above: `h0` is w·q = 0, `h1` isolates the vanishing form of X, `h2` turns it into Xs = 0, and `h3` concludes q = 0. The condition Xe = 0 is not needed here.

```lean
/-- For positive semidefinite `X` and `G` the polarisability annihilates a direction `u` exactly
when the bare response `X` annihilates the atomic coordinates along `u`. -/
theorem polarisability_mulVec_eq_zero_iff {X G : Matrix n n ℝ} (hX : X.PosSemidef)
    (hG : G.PosSemidef) (R : Matrix n κ ℝ) (u : κ → ℝ) :
    polarisability X G R *ᵥ u = 0 ↔ X *ᵥ (R *ᵥ u) = 0 := by
  constructor
  · intro h
    obtain ⟨q, hq⟩ : ∃ q, q = screenedResponse X G *ᵥ (R *ᵥ u) := ⟨_, rfl⟩
    have hs := (selfConsistent_iff (isUnit_one_add_mul hX hG) _ _).mpr hq
    have h0 : (R *ᵥ u) ⬝ᵥ q = 0 := by
      rw [hq, ← quad_coordinates]
      change u ⬝ᵥ polarisability X G R *ᵥ u = 0
      rw [h, dotProduct_zero]
    -- both nonnegative parts of `w · q` vanish
    have h1 : (R *ᵥ u - G *ᵥ q) ⬝ᵥ X *ᵥ (R *ᵥ u - G *ᵥ q) = 0 := by
      linarith [response_energy hs, quad_nonneg hX (R *ᵥ u - G *ᵥ q), quad_nonneg hG q]
    have h2 : X *ᵥ (R *ᵥ u - G *ᵥ q) = 0 :=
      (hX.dotProduct_mulVec_zero_iff _).mp (by rw [star_trivial]; exact h1)
    have h3 : q = 0 := hs.trans h2
    rwa [h3, mulVec_zero, sub_zero] at h2
  · intro h
    rw [polarisability, screenedResponse, ← mulVec_mulVec, ← mulVec_mulVec, ← mulVec_mulVec,
      h, mulVec_zero, mulVec_zero]
```

## The properties together

The main theorem takes the two positivity hypotheses and `h1`, which is Xe = 0; Lean writes the vector e as `1`. Its conclusion has six parts: invertibility, symmetry, positive semidefiniteness, origin independence, the planar case and the single atom. The shift appears as `vecMulVec 1 t`, the matrix with every row equal to `t`. Planarity is the condition that (Ru)_A equals the same number `c` for every atom A.

Positivity comes from the splitting of w·q. For the shift, `hV` and `hV'` remove the terms with etᵀ on the right and its transpose on the left. The planar case applies the kernel theorem to Ru = ce, and the one-atom case first proves X = 0.

The zeros belong to the monopole description. Induced dipoles on the individual atoms, which polarise a real atom and a real planar molecule along its normal, are absent from the model.

```lean
/-- For positive semidefinite `X` and `G` with `X 1 = 0`, `1 + XG` is invertible and the
polarisability is symmetric, positive semidefinite, unchanged by a shift `t` of all atoms, zero
along the normal `u` of a plane containing all atoms, and zero for a single atom. -/
theorem polarisability_properties {X G : Matrix n n ℝ} (hX : X.PosSemidef)
    (hG : G.PosSemidef) (h1 : X *ᵥ 1 = 0) (R : Matrix n κ ℝ) :
    IsUnit (1 + X * G) ∧
    (polarisability X G R)ᵀ = polarisability X G R ∧
    (polarisability X G R).PosSemidef ∧
    (∀ t : κ → ℝ, polarisability X G (R + vecMulVec 1 t) = polarisability X G R) ∧
    (∀ (u : κ → ℝ) (c : ℝ), (∀ A, (R *ᵥ u) A = c) → polarisability X G R *ᵥ u = 0) ∧
    (Fintype.card n = 1 → polarisability X G R = 0) := by
  have hU := isUnit_one_add_mul hX hG
  have hS := screenedResponse_transpose hX hG
  have hsymm : (polarisability X G R)ᵀ = polarisability X G R := by
    rw [polarisability, transpose_mul, transpose_mul, transpose_transpose, hS, Matrix.mul_assoc]
  refine ⟨hU, hsymm, ?_, ?_, ?_, ?_⟩
  · refine PosSemidef.of_dotProduct_mulVec_nonneg
      ((conjTranspose_eq_transpose_of_trivial _).trans hsymm) fun u => ?_
    rw [star_trivial, polarisability, quad_coordinates,
      response_energy ((selfConsistent_iff hU _ _).mpr rfl)]
    exact add_nonneg (quad_nonneg hX _) (quad_nonneg hG _)
  · intro t
    -- a uniform potential induces no charges
    have hS1 : screenedResponse X G *ᵥ 1 = 0 := by
      rw [screenedResponse, ← mulVec_mulVec, h1, mulVec_zero]
    have hV : screenedResponse X G * vecMulVec (1 : n → ℝ) t = 0 := by
      ext i j
      have h := congrFun hS1 i
      simp only [mulVec, dotProduct, Pi.one_apply, mul_one, Pi.zero_apply] at h
      simp [Matrix.mul_apply, ← Finset.sum_mul, h]
    have hV' : (vecMulVec (1 : n → ℝ) t)ᵀ * screenedResponse X G = 0 := by
      have h := congrArg transpose hV
      rwa [transpose_mul, hS, transpose_zero] at h
    unfold polarisability
    rw [transpose_add, Matrix.add_mul, hV', add_zero, Matrix.mul_assoc, Matrix.mul_add, hV,
      add_zero, ← Matrix.mul_assoc]
  · intro u c h
    have hc : R *ᵥ u = c • (1 : n → ℝ) := by
      ext A
      simp [h A]
    rw [polarisability_mulVec_eq_zero_iff hX hG, hc, mulVec_smul, h1, smul_zero]
  · intro hn
    have : Subsingleton n := Fintype.card_le_one_iff_subsingleton.mp hn.le
    have hX0 : X = 0 := by
      ext i j
      have h := congrFun h1 i
      simp only [mulVec, dotProduct, Pi.one_apply, mul_one, Pi.zero_apply] at h
      rwa [Fintype.sum_subsingleton _ j] at h
    simp [polarisability, screenedResponse, hX0]
```

## The diatomic formula checked

The coordinate matrix `!![0; L]` has two rows and one column, so α has the single entry `0 0`. Both atoms have the same on-site interaction U, and the hypotheses are x ≥ 0 and g ≤ U. They make the denominator at least 1, and since it equals the determinant of 1 + XG, invertibility follows directly, without assuming that G is positive semidefinite.

The proof introduces the transferred charge `p` by its defining equation and verifies in `hq` that (−p, p) is self-consistent. By uniqueness this is the screened response, and its dipole Lp gives the formula.

```lean
/-- A diatomic of bond length `L`, bare response `x ≥ 0`, on-site interaction `U` and intersite
interaction `g ≤ U` has the axial polarisability `x L² / (1 + 2x(U - g))`. -/
theorem diatomic_polarisability {x U g : ℝ} (L : ℝ) (hx : 0 ≤ x) (hg : g ≤ U) :
    polarisability !![x, -x; -x, x] !![U, g; g, U] !![0; L] 0 0
      = x * L ^ 2 / (1 + 2 * x * (U - g)) := by
  have hD : 1 + 2 * x * (U - g) ≠ 0 := by
    have := mul_nonneg hx (sub_nonneg.mpr hg)
    nlinarith
  have hdet : (1 + !![x, -x; -x, x] * !![U, g; g, U]).det = 1 + 2 * x * (U - g) := by
    simp [Matrix.det_fin_two]
    ring
  have hU : IsUnit (1 + !![x, -x; -x, x] * !![U, g; g, U]) := by
    rw [Matrix.isUnit_iff_isUnit_det, hdet]
    exact isUnit_iff_ne_zero.mpr hD
  -- the charge `p` transferred along the bond
  obtain ⟨p, hp⟩ : ∃ p : ℝ, p * (1 + 2 * x * (U - g)) = x * L :=
    ⟨x * L / (1 + 2 * x * (U - g)), div_mul_cancel₀ _ hD⟩
  have hq : ![-p, p] = !![x, -x; -x, x] *ᵥ (![0, L] - !![U, g; g, U] *ᵥ ![-p, p]) := by
    ext i
    fin_cases i
    · simp [mulVec, dotProduct, Fin.sum_univ_two]
      linear_combination -hp
    · simp [mulVec, dotProduct, Fin.sum_univ_two]
      linear_combination hp
  have hα : polarisability !![x, -x; -x, x] !![U, g; g, U] !![0; L] 0 0
      = ![0, L] ⬝ᵥ screenedResponse !![x, -x; -x, x] !![U, g; g, U] *ᵥ ![0, L] := by
    unfold polarisability
    generalize screenedResponse !![x, -x; -x, x] !![U, g; g, U] = S
    simp [Matrix.mul_apply, mulVec, dotProduct, Fin.sum_univ_two, mul_assoc]
  rw [hα, ← (selfConsistent_iff hU _ _).mp hq, eq_div_iff hD]
  simp only [dotProduct, Fin.sum_univ_two, Matrix.cons_val_zero, Matrix.cons_val_one]
  linear_combination L * hp

end

end MonopoleResponse
```

```lean
#print axioms MonopoleResponse.induced_dipole
-- 'MonopoleResponse.induced_dipole' depends on axioms: [propext, Classical.choice, Quot.sound]
#print axioms MonopoleResponse.polarisability_properties
-- 'MonopoleResponse.polarisability_properties' depends on axioms: [propext, Classical.choice, Quot.sound]
#print axioms MonopoleResponse.diatomic_polarisability
-- 'MonopoleResponse.diatomic_polarisability' depends on axioms: [propext, Classical.choice, Quot.sound]
```
